# The mean squared deviation of an observable from any fixed value follows from its first two moments

The theorem `sum_sq_deviation` concerns an operator $A$ on a finite-dimensional complex inner product space, with an orthonormal basis of eigenvectors $e_i$ and real eigenvalues $a_i$. For a unit vector $\psi$, with $p_i = |\langle e_i, \psi\rangle|^2$ the probability of finding $\psi$ in $e_i$, and for any real $c$, it states that $\sum_i p_i (a_i - c)^2 = \langle A^2\rangle - 2c\langle A\rangle + c^2$. The proof first shows, as `hA2`, that each $e_i$ is an eigenvector of $A^2$ with eigenvalue $a_i^2$. It then writes both expectation values as sums over the eigenbasis, expands the square and uses the fact that the probabilities add up to one.

As first written in Lean, the proof fails:

```lean
import Mathlib

open scoped InnerProductSpace
open Matrix

namespace SpectralWeightTwoMoments

noncomputable section

variable {ι E : Type*} [Fintype ι] [NormedAddCommGroup E] [InnerProductSpace ℂ E]

/-- The expectation value of the operator `A` in the state `ψ` (real part of `⟨ψ, A ψ⟩`). -/
def expect (A : E →ₗ[ℂ] E) (ψ : E) : ℝ := (⟪ψ, A ψ⟫_ℂ).re

/-- The probability of finding the state `ψ` in the basis state `e i`. -/
def prob (e : OrthonormalBasis ι ℂ E) (ψ : E) (i : ι) : ℝ := ‖⟪e i, ψ⟫_ℂ‖ ^ 2

/-- The expectation value is the average of the eigenvalues over the level probabilities. -/
theorem expect_eq_sum (e : OrthonormalBasis ι ℂ E) {A : E →ₗ[ℂ] E} {a : ι → ℝ}
    (hA : ∀ i, A (e i) = (a i : ℂ) • e i) (ψ : E) :
    expect A ψ = ∑ i, a i * prob e ψ i := by
  -- expand the state in the eigenbasis and let `A` act on each term
  have h : A ψ = ∑ i, (⟪e i, ψ⟫_ℂ * (a i : ℂ)) • e i := by
    conv_lhs => rw [← e.sum_repr' ψ]
    simp only [map_sum, map_smul, hA, smul_smul]
  unfold expect prob
  rw [h, inner_sum, Complex.re_sum]
  refine Finset.sum_congr rfl fun i _ => ?_
  have hc : ⟪ψ, e i⟫_ℂ = (starRingEnd ℂ) ⟪e i, ψ⟫_ℂ := (inner_conj_symm _ _).symm
  rw [inner_smul_right, hc]
  generalize ⟪e i, ψ⟫_ℂ = z
  rw [← Complex.normSq_eq_norm_sq, Complex.normSq_apply]
  simp only [Complex.mul_re, Complex.mul_im, Complex.conj_re, Complex.conj_im,
    Complex.ofReal_re, Complex.ofReal_im]
  ring

/-- The level probabilities of a unit vector add up to one. -/
theorem sum_prob (e : OrthonormalBasis ι ℂ E) {ψ : E} (hψ : ‖ψ‖ = 1) :
    ∑ i, prob e ψ i = 1 := by
  have h := expect_eq_sum e (A := LinearMap.id) (a := fun _ => 1) (by simp) ψ
  have h1 : expect LinearMap.id ψ = 1 := by
    simp [expect, inner_self_eq_norm_sq_to_K, hψ]
  rw [h1] at h
  simpa using h.symm

/-- The mean squared deviation of the eigenvalues from `c` is `⟨A²⟩ - 2c⟨A⟩ + c²`. -/
theorem sum_sq_deviation (e : OrthonormalBasis ι ℂ E) {A : E →ₗ[ℂ] E} {a : ι → ℝ}
    (hA : ∀ i, A (e i) = (a i : ℂ) • e i) {ψ : E} (hψ : ‖ψ‖ = 1) (c : ℝ) :
    ∑ i, prob e ψ i * (a i - c) ^ 2
      = expect (A ∘ₗ A) ψ - 2 * c * expect A ψ + c ^ 2 := by
  have hA2 : ∀ i, (A ∘ₗ A) (e i) = ((a i ^ 2 : ℝ) : ℂ) • e i := fun i => by
    simp [hA, smul_smul, pow_two]
  rw [expect_eq_sum e hA2, expect_eq_sum e hA]
  calc ∑ i, prob e ψ i * (a i - c) ^ 2
      = ∑ i, (a i ^ 2 * prob e ψ i - 2 * c * (a i * prob e ψ i) + c ^ 2 * prob e ψ i) :=
        Finset.sum_congr rfl fun i _ => by ring
    _ = _ := by
        simp only [Finset.sum_add_distrib, Finset.sum_sub_distrib, ← Finset.mul_sum,
          sum_prob e hψ, mul_one]

end

end SpectralWeightTwoMoments
```

Messages:

```
Main.lean:51:73: error: unsolved goals
ι : Type u_1
E : Type u_2
inst✝² : Fintype ι
inst✝¹ : NormedAddCommGroup E
inst✝ : InnerProductSpace ℂ E
e : OrthonormalBasis ι ℂ E
A : E →ₗ[ℂ] E
a : ι → ℝ
hA : ∀ (i : ι), A (e i) = ↑(a i) • e i
ψ : E
hψ : ‖ψ‖ = 1
c : ℝ
i : ι
⊢ (a i * a i) • e i = (↑(a i) * ↑(a i)) • e i
```

Cause. The error is in `hA2`, where `simp` stops at a goal whose two sides are equal but written differently. On the left, the real number `a i * a i` multiplies the vector `e i`; on the right, the multiplier is the complex number `↑(a i) * ↑(a i)`. `simp` rewrites multiplication by a real number cast to ℂ as multiplication by the real number itself, and this happened on the left. On the right it had moved the cast inside the product, so the multiplier was no longer a single cast and that rule did not apply.

The repair replaces `simp` with a fixed chain of rewrites that keeps the multipliers complex. `LinearMap.comp_apply`, `hA` and `map_smul` let `A` act twice, and `smul_smul` joins the two factors into `↑(a i) * ↑(a i)`. On the right, `pow_two` and `Complex.ofReal_mul` turn the cast of the square into the same product. The two sides are then identical, and `rw` closes the goal.

Lean accepts the file once it reads:

```diff
@@ -50,5 +50,5 @@
       = expect (A ∘ₗ A) ψ - 2 * c * expect A ψ + c ^ 2 := by
   have hA2 : ∀ i, (A ∘ₗ A) (e i) = ((a i ^ 2 : ℝ) : ℂ) • e i := fun i => by
-    simp [hA, smul_smul, pow_two]
+    rw [LinearMap.comp_apply, hA, map_smul, hA, smul_smul, pow_two, Complex.ofReal_mul]
   rw [expect_eq_sum e hA2, expect_eq_sum e hA]
   calc ∑ i, prob e ψ i * (a i - c) ^ 2
```
